# A p-type radial function with at least as much charge inside every radius has at least as large a field-gradient integral

**Q.** Which function is u: the radial orbital, or r times it?

**A.** It is r times the radial orbital, so u² dr is the charge in a shell, counted in electrons. A non-relativistic p orbital then starts as r² at the nucleus. Let R > 0 be the radius of the sphere in which the all-electron function u is replaced by a pseudo-function w. Both are real.

```lean
import Mathlib

open Set Filter Topology

namespace FieldGradientReconstruction

noncomputable section
```

`IsPType R u` asks for continuity on [0, R] and a constant C with |u(r)| ≤ C r² there.

```lean
/-- A p-type radial function on the sphere of radius `R`: continuous on `[0, R]` and bounded
there by a multiple of `r ^ 2`. -/
structure IsPType (R : ℝ) (u : ℝ → ℝ) : Prop where
  cont : ContinuousOn u (Icc 0 R)
  bound : ∃ C : ℝ, ∀ r ∈ Icc 0 R, |u r| ≤ C * r ^ 2
```

**Q.** That is only an upper bound. A d-type function, starting as r³, would pass.

**A.** It would, and the theorems hold for it too. Relativistic orbitals that start with a power below 2 at a point nucleus are excluded. The other two definitions are the charge inside r,

Q(r) = ∫₀ʳ u(s)² ds,

```lean
/-- The charge of the radial function `u` inside the radius `r`. -/
def innerCharge (u : ℝ → ℝ) (r : ℝ) : ℝ := ∫ s in (0 : ℝ)..r, u s ^ 2
```

and the sphere's part of the expectation value of 1/r³, which sets the size of a p electron's contribution to the electric-field gradient at the nucleus:

F = ∫₀ᴿ u(r)²/r³ dr.

```lean
/-- The field-gradient integral of `u ^ 2 / r ^ 3` over `0 < r ≤ R`, meant for p-type `u`. -/
def fieldGradient (u : ℝ → ℝ) (R : ℝ) : ℝ := ∫ r in (0 : ℝ)..R, u r ^ 2 / r ^ 3
```

**Q.** Why should ordered inner charges order F? Show me by hand.

**A.** From |u| ≤ C r² we get u² ≤ C² r⁴ and hence Q(r) ≤ C² r⁵. So u²/r³, Q/r³ and Q/r⁴ all vanish at the nucleus. For 0 < r < R we have Q′ = u², and therefore

(Q/r³)′ = u²/r³ − 3Q/r⁴.

Integrating from 0 to R, where the lower boundary term is zero, gives

F = Q(R)/R³ + 3 ∫₀ᴿ Q(r)/r⁴ dr.

Every term on the right grows with Q. If Q_w(r) ≤ Q_u(r) for all r in [0, R], then F_w ≤ F_u.

**Q.** And how does the Lean proof treat the singular point r = 0?

**A.** With one lemma: a continuous g with |g| ≤ K rⁿ⁺¹ can be divided by rⁿ and stays continuous on [0, R]. Near zero the quotient is squeezed by K r, which is the `squeeze_zero_norm'` step. Lean's value for the quotient at r = 0 is zero, which is also the limit.

```lean
/-- A continuous function on `[0, R]` that is bounded by a multiple of `r ^ (n + 1)` can be divided
by `r ^ n` and stays continuous on `[0, R]`. -/
theorem continuousOn_div_pow {g : ℝ → ℝ} {R K : ℝ} (n : ℕ) (hg : ContinuousOn g (Icc 0 R))
    (hK : ∀ r ∈ Icc 0 R, |g r| ≤ K * r ^ (n + 1)) :
    ContinuousOn (fun r => g r / r ^ n) (Icc 0 R) := by
  intro x hx
  rcases eq_or_ne x 0 with rfl | hx0
  · have g0 : g 0 = 0 := by
      have h := hK 0 hx
      rw [zero_pow (Nat.succ_ne_zero n), mul_zero] at h
      exact abs_nonpos_iff.mp h
    -- near the nucleus the quotient is squeezed by `K * r`
    have hlim : Tendsto (fun r : ℝ => K * r) (𝓝[Icc 0 R] 0) (𝓝 0) := by
      have h : Continuous (fun r : ℝ => K * r) := by fun_prop
      have h' := h.tendsto 0
      rw [mul_zero] at h'
      exact h'.mono_left nhdsWithin_le_nhds
    have hq : Tendsto (fun r => g r / r ^ n) (𝓝[Icc 0 R] 0) (𝓝 0) := by
      refine squeeze_zero_norm' ?_ hlim
      filter_upwards [self_mem_nhdsWithin] with r hr
      rcases eq_or_lt_of_le hr.1 with h0 | h0
      · rw [← h0, g0]
        simp
      · rw [Real.norm_eq_abs, abs_div, abs_of_pos (pow_pos h0 n), div_le_iff₀ (pow_pos h0 n)]
        calc |g r| ≤ K * r ^ (n + 1) := hK r hr
          _ = K * r * r ^ n := by ring
    have hval : g 0 / (0 : ℝ) ^ n = 0 := by rw [g0, zero_div]
    change Tendsto (fun r => g r / r ^ n) (𝓝[Icc 0 R] 0) (𝓝 (g 0 / (0 : ℝ) ^ n))
    rw [hval]
    exact hq
  · exact (hg x hx).div (continuous_pow n).continuousWithinAt (pow_ne_zero n hx0)
```

The next two lemmas supply the bounds on u² and Q, then the continuity of Q and Q/r⁴. The bound on Q comes from estimating the integrand by its largest allowed value on [0, r].

```lean
/-- On `[0, R]` the density `u ^ 2` of a p-type function is bounded by a multiple of `r ^ 4`, and
its inner charge by the same multiple of `r ^ 5`. -/
theorem IsPType.charge_bounds {R : ℝ} {u : ℝ → ℝ} (h : IsPType R u) :
    ∃ K : ℝ, 0 ≤ K ∧ (∀ r ∈ Icc 0 R, |u r ^ 2| ≤ K * r ^ 4) ∧
      ∀ r ∈ Icc 0 R, |innerCharge u r| ≤ K * r ^ 5 := by
  obtain ⟨C, hC⟩ := h.bound
  have hsq : ∀ r ∈ Icc 0 R, |u r ^ 2| ≤ C ^ 2 * r ^ 4 := by
    intro r hr
    rw [abs_pow]
    calc |u r| ^ 2 ≤ (C * r ^ 2) ^ 2 := pow_le_pow_left₀ (abs_nonneg _) (hC r hr) 2
      _ = C ^ 2 * r ^ 4 := by ring
  refine ⟨C ^ 2, sq_nonneg C, hsq, fun r hr => ?_⟩
  have key : ‖∫ s in (0 : ℝ)..r, u s ^ 2‖ ≤ C ^ 2 * r ^ 4 * |r - 0| := by
    apply intervalIntegral.norm_integral_le_of_norm_le_const
    intro s hs
    rw [uIoc_of_le hr.1] at hs
    rw [Real.norm_eq_abs]
    exact (hsq s ⟨hs.1.le, hs.2.trans hr.2⟩).trans
      (mul_le_mul_of_nonneg_left (pow_le_pow_left₀ hs.1.le hs.2 4) (sq_nonneg C))
  rw [sub_zero, abs_of_nonneg hr.1] at key
  calc |innerCharge u r| ≤ C ^ 2 * r ^ 4 * r := key
    _ = C ^ 2 * r ^ 5 := by ring

/-- The inner charge of a p-type function is continuous on `[0, R]`, and so is its quotient
by `r ^ 4`. -/
theorem IsPType.continuousOn_charge {R : ℝ} {u : ℝ → ℝ} (hR : 0 < R) (h : IsPType R u) :
    ContinuousOn (innerCharge u) (Icc 0 R) ∧
      ContinuousOn (fun r => innerCharge u r / r ^ 4) (Icc 0 R) := by
  have hc : ContinuousOn (innerCharge u) (Icc 0 R) := by
    have hi : MeasureTheory.IntegrableOn (fun s => u s ^ 2) (uIcc 0 R) := by
      rw [uIcc_of_le hR.le]
      exact (h.cont.pow 2).integrableOn_Icc
    have h' := intervalIntegral.continuousOn_primitive_interval hi
    rw [uIcc_of_le hR.le] at h'
    exact h'
  obtain ⟨K, _, _, hK⟩ := h.charge_bounds
  exact ⟨hc, continuousOn_div_pow 4 hc hK⟩
```

The identity for F follows. In the proof, `hd` is the derivative computed above, and `ftc` is the fundamental theorem of calculus, which needs the derivative only in the open interval, together with its integrability and the continuity of Q/r³ up to the ends. The last `linarith` rearranges the terms.

```lean
/-- For a p-type function the field-gradient integral is fixed by the inner charge `Q`: it is
`Q(R) / R ^ 3` plus three times the integral of `Q(r) / r ^ 4`. -/
theorem fieldGradient_eq {R : ℝ} {u : ℝ → ℝ} (hR : 0 < R) (h : IsPType R u) :
    fieldGradient u R =
      innerCharge u R / R ^ 3 + 3 * ∫ r in (0 : ℝ)..R, innerCharge u r / r ^ 4 := by
  obtain ⟨K, hK0, hsq, hK⟩ := h.charge_bounds
  obtain ⟨hc, hc4⟩ := h.continuousOn_charge hR
  have hu : ContinuousOn (fun r => u r ^ 2) (Icc 0 R) := h.cont.pow 2
  have hu3 : ContinuousOn (fun r => u r ^ 2 / r ^ 3) (Icc 0 R) :=
    continuousOn_div_pow 3 hu hsq
  have hc3 : ContinuousOn (fun r => innerCharge u r / r ^ 3) (Icc 0 R) := by
    refine continuousOn_div_pow (K := K * R) 3 hc fun r hr => (hK r hr).trans ?_
    have h4 : 0 ≤ K * r ^ 4 := mul_nonneg hK0 (pow_nonneg hr.1 4)
    calc K * r ^ 5 = K * r ^ 4 * r := by ring
      _ ≤ K * r ^ 4 * R := mul_le_mul_of_nonneg_left hr.2 h4
      _ = K * R * r ^ (3 + 1) := by ring
  -- the derivative of `Q / r ^ 3` inside the sphere
  have hd : ∀ x ∈ Ioo 0 R, HasDerivAt (fun r => innerCharge u r / r ^ 3)
      (u x ^ 2 / x ^ 3 - 3 * (innerCharge u x / x ^ 4)) x := by
    intro x hx
    have hx0 : x ≠ 0 := hx.1.ne'
    have hQ : HasDerivAt (innerCharge u) (u x ^ 2) x :=
      intervalIntegral.integral_hasDerivAt_right
        ((hu.mono (Icc_subset_Icc_right hx.2.le)).intervalIntegrable_of_Icc hx.1.le)
        ((hu.mono Ioo_subset_Icc_self).stronglyMeasurableAtFilter isOpen_Ioo x hx)
        (hu.continuousAt (Icc_mem_nhds hx.1 hx.2))
    have h3 : HasDerivAt (fun r : ℝ => r ^ 3) (3 * x ^ 2) x := by
      simpa using hasDerivAt_pow 3 x
    refine (hQ.fun_div h3 (pow_ne_zero 3 hx0)).congr_deriv ?_
    field_simp
  have i3 := hu3.intervalIntegrable_of_Icc (μ := MeasureTheory.volume) hR.le
  have i4 := (hc4.intervalIntegrable_of_Icc (μ := MeasureTheory.volume) hR.le).const_mul 3
  have ftc := intervalIntegral.integral_eq_sub_of_hasDerivAt_of_le hR.le hc3 hd (i3.sub i4)
  rw [intervalIntegral.integral_sub i3 i4, intervalIntegral.integral_const_mul] at ftc
  have h0 : innerCharge u 0 = 0 := by simp [innerCharge]
  rw [h0, zero_div, sub_zero] at ftc
  unfold fieldGradient
  linarith
```

**Q.** Where is norm conservation? I expected it to be essential.

**A.** The inequality does without it. Equal norms, Q_u(R) = Q_w(R), remove the surface term from the difference and leave an exact error formula:

F_u − F_w = 3 ∫₀ᴿ (Q_u(r) − Q_w(r))/r⁴ dr.

In Lean the condition is `hnorm`. The proof subtracts two copies of the identity. No ordering of the charges is assumed here, so the formula holds whatever the sign of the error.

```lean
/-- For two p-type functions of equal norm on `[0, R]`, the difference of the field-gradient
integrals is three times the integral of the inner-charge difference over `r ^ 4`. -/
theorem fieldGradient_sub_of_norm_eq {R : ℝ} {u w : ℝ → ℝ} (hR : 0 < R) (hu : IsPType R u)
    (hw : IsPType R w) (hnorm : innerCharge u R = innerCharge w R) :
    fieldGradient u R - fieldGradient w R =
      3 * ∫ r in (0 : ℝ)..R, (innerCharge u r - innerCharge w r) / r ^ 4 := by
  have iu := (hu.continuousOn_charge hR).2.intervalIntegrable_of_Icc
    (μ := MeasureTheory.volume) hR.le
  have iw := (hw.continuousOn_charge hR).2.intervalIntegrable_of_Icc
    (μ := MeasureTheory.volume) hR.le
  simp only [sub_div]
  rw [intervalIntegral.integral_sub iu iw, fieldGradient_eq hR hu, fieldGradient_eq hR hw, hnorm]
  ring
```

**Q.** Now the inequality itself. What exactly is assumed?

**A.** That R is positive (`hR`), that both functions are p-type (`hu`, `hw`), and that w has no more charge than u inside any radius up to R (`hQ`). When the two norms agree, this last condition says that the pseudo-orbital holds its charge no closer to the nucleus than the all-electron one does. Without equal norms, w may simply hold less charge, as w = u/2 does. The proof compares the integrals with `integral_mono_on`, compares the surface terms by using `hQ` at r = R, and adds the two.

```lean
/-- If the p-type function `w` has at most the charge of the p-type function `u` inside every
radius up to `R`, then its field-gradient integral is at most that of `u`. -/
theorem fieldGradient_le {R : ℝ} {u w : ℝ → ℝ} (hR : 0 < R) (hu : IsPType R u)
    (hw : IsPType R w) (hQ : ∀ r ∈ Icc 0 R, innerCharge w r ≤ innerCharge u r) :
    fieldGradient w R ≤ fieldGradient u R := by
  have hint := intervalIntegral.integral_mono_on hR.le
    ((hw.continuousOn_charge hR).2.intervalIntegrable_of_Icc (μ := MeasureTheory.volume) hR.le)
    ((hu.continuousOn_charge hR).2.intervalIntegrable_of_Icc (μ := MeasureTheory.volume) hR.le)
    (fun r hr => div_le_div_of_nonneg_right (hQ r hr) (by positivity))
  have hsurf : innerCharge w R / R ^ 3 ≤ innerCharge u R / R ^ 3 :=
    div_le_div_of_nonneg_right (hQ R ⟨hR.le, le_rfl⟩) (by positivity)
  rw [fieldGradient_eq hR hu, fieldGradient_eq hR hw]
  linarith
```

**Q.** So a pseudopotential generator guarantees `hQ`?

**A.** No. It is a hypothesis about the given pair, not a consequence of pseudisation or of norm conservation, and it has to be checked for each pair.

**Q.** Could the inequality be an equality in disguise?

**A.** Not if the inner charges differ anywhere. Suppose Q_w(c) < Q_u(c) at some c, which is `hlt`. Then c > 0, because no charge sits inside radius zero. By continuity the strict inequality persists near c, so the integral of Q/r⁴ is strictly smaller for w.

```lean
/-- If the p-type function `w` has at most the charge of the p-type function `u` inside every radius
up to `R`, and strictly less inside at least one of these radii, then its field-gradient integral is
strictly smaller. -/
theorem fieldGradient_lt {R : ℝ} {u w : ℝ → ℝ} (hR : 0 < R) (hu : IsPType R u)
    (hw : IsPType R w) (hQ : ∀ r ∈ Icc 0 R, innerCharge w r ≤ innerCharge u r)
    (hlt : ∃ c ∈ Icc 0 R, innerCharge w c < innerCharge u c) :
    fieldGradient w R < fieldGradient u R := by
  obtain ⟨c, hc, hcQ⟩ := hlt
  -- no charge sits inside radius zero, so `c` is positive
  have hc0 : 0 < c := by
    refine lt_of_le_of_ne hc.1 fun h => ?_
    rw [← h] at hcQ
    simp [innerCharge] at hcQ
  have hint := intervalIntegral.integral_lt_integral_of_continuousOn_of_le_of_exists_lt hR
    (hw.continuousOn_charge hR).2 (hu.continuousOn_charge hR).2
    (fun r hr => div_le_div_of_nonneg_right (hQ r ⟨hr.1.le, hr.2⟩) (by positivity))
    ⟨c, hc, div_lt_div_of_pos_right hcQ (pow_pos hc0 4)⟩
  have hsurf : innerCharge w R / R ^ 3 ≤ innerCharge u R / R ^ 3 :=
    div_le_div_of_nonneg_right (hQ R ⟨hR.le, le_rfl⟩) (by positivity)
  rw [fieldGradient_eq hR hu, fieldGradient_eq hR hw]
  linarith
```

**Q.** Give me a pair that satisfies everything.

**A.** On [0, 1] take u = r² and w = √(7/5) r³. Their inner charges are r⁵/5 and r⁷/5, ordered on the interval and equal at r = 1. The field-gradient integrals are 1/2 and 7/20. Both functions hold a charge of 1/5, so scaled to one electron in the sphere the values are 5/2 and 7/4: the pseudo-function gives 70 % of the all-electron value. The error formula agrees, since

3 ∫₀¹ (r − r³)/5 dr = 3/20.

This w starts as r³, so it illustrates the inequality and is not a realistic p pseudo-orbital.

```lean
/-- On `[0, 1]` the functions `r ^ 2` and `√(7/5) r ^ 3` are p-type with equal norms and ordered
inner charges; their field-gradient integrals are `1/2` and `7/20`. -/
theorem fieldGradient_witness :
    let u : ℝ → ℝ := fun r => r ^ 2
    let w : ℝ → ℝ := fun r => Real.sqrt (7 / 5) * r ^ 3
    IsPType 1 u ∧ IsPType 1 w ∧ innerCharge u 1 = innerCharge w 1 ∧
      (∀ r ∈ Icc (0 : ℝ) 1, innerCharge w r ≤ innerCharge u r) ∧
      fieldGradient u 1 = 1 / 2 ∧ fieldGradient w 1 = 7 / 20 := by
  intro u w
  have hu2 : ∀ s, u s ^ 2 = s ^ 4 := fun s => by
    change (s ^ 2) ^ 2 = s ^ 4
    ring
  have hw2 : ∀ s, w s ^ 2 = 7 / 5 * s ^ 6 := fun s => by
    change (Real.sqrt (7 / 5) * s ^ 3) ^ 2 = 7 / 5 * s ^ 6
    rw [mul_pow, Real.sq_sqrt (by norm_num)]
    ring
  have hQu : ∀ r, innerCharge u r = r ^ 5 / 5 := fun r => by
    simp only [innerCharge, hu2]
    rw [integral_pow]
    push_cast
    ring
  have hQw : ∀ r, innerCharge w r = r ^ 7 / 5 := fun r => by
    simp only [innerCharge, hw2]
    rw [intervalIntegral.integral_const_mul, integral_pow]
    push_cast
    ring
  have hgu : ∀ r : ℝ, r ^ 4 / r ^ 3 = r := fun r => by
    rcases eq_or_ne r 0 with rfl | hr
    · simp
    · rw [div_eq_iff (pow_ne_zero 3 hr)]
      ring
  have hgw : ∀ r : ℝ, 7 / 5 * r ^ 6 / r ^ 3 = 7 / 5 * r ^ 3 := fun r => by
    rcases eq_or_ne r 0 with rfl | hr
    · simp
    · rw [div_eq_iff (pow_ne_zero 3 hr)]
      ring
  refine ⟨⟨(continuous_pow 2).continuousOn, 1, fun r _ => ?_⟩,
    ⟨(continuous_const.mul (continuous_pow 3)).continuousOn, Real.sqrt (7 / 5),
      fun r hr => ?_⟩, ?_, fun r hr => ?_, ?_, ?_⟩
  · change |r ^ 2| ≤ 1 * r ^ 2
    rw [abs_of_nonneg (sq_nonneg r), one_mul]
  · change |Real.sqrt (7 / 5) * r ^ 3| ≤ Real.sqrt (7 / 5) * r ^ 2
    rw [abs_of_nonneg (mul_nonneg (Real.sqrt_nonneg _) (pow_nonneg hr.1 3))]
    exact mul_le_mul_of_nonneg_left (pow_le_pow_of_le_one hr.1 hr.2 (by norm_num))
      (Real.sqrt_nonneg _)
  · rw [hQu, hQw]
    norm_num
  · rw [hQu, hQw]
    have h75 : r ^ 7 ≤ r ^ 5 := pow_le_pow_of_le_one hr.1 hr.2 (by norm_num)
    linarith
  · simp only [fieldGradient, hu2, hgu]
    rw [integral_id]
    norm_num
  · simp only [fieldGradient, hw2, hgw]
    rw [intervalIntegral.integral_const_mul, integral_pow]
    norm_num

end

end FieldGradientReconstruction
```

```lean
#print axioms FieldGradientReconstruction.fieldGradient_sub_of_norm_eq
#print axioms FieldGradientReconstruction.fieldGradient_le
#print axioms FieldGradientReconstruction.fieldGradient_lt
```

```
'FieldGradientReconstruction.fieldGradient_sub_of_norm_eq' depends on axioms: [propext, Classical.choice, Quot.sound]
'FieldGradientReconstruction.fieldGradient_le' depends on axioms: [propext, Classical.choice, Quot.sound]
'FieldGradientReconstruction.fieldGradient_lt' depends on axioms: [propext, Classical.choice, Quot.sound]
```

**Q.** Where would I meet this in a calculation?

**A.** In a PAW-type reconstruction of the field gradient. For pairs of partial waves φᵢ, φⱼ and their pseudo-partners φ̃ᵢ, φ̃ⱼ, all including the factor r, such a code can tabulate

∫₀ᴿ (φᵢφⱼ − φ̃ᵢφ̃ⱼ)/r³ dr

on a radial grid and combine the results with angular coefficients and occupations. Pairs of two s waves are left out: their angular coefficient is zero, and the integral would in general diverge at the nucleus. A diagonal p entry is F_u − F_w. If the norms agree, a running integral of u² − w² inserted in the error formula gives the same number and so checks the numerical integration, though not the partial waves themselves. If they differ, (Q_u(R) − Q_w(R))/R³ must be added.

**Q.** Then does an unreconstructed calculation always underestimate the field gradient?

**A.** Not the whole tensor. For one pair of real, non-relativistic p-type functions with ordered inner charges, the result fixes the sign of the error in the radial integral inside the sphere. The tensor sums many such contributions with angular factors of either sign, and off-diagonal pairs are not covered.
